# Norm agreement on N² well-chosen complex hybrids makes an N×N augmentation matrix vanish

## Can a complex mixture still lose norm?

I have pseudised several reference waves, which are complex functions. Each pseudo-wave has the norm of its all-electron partner, and so does every mixture with real coefficients that I try. Can I conclude that the augmentation matrix is zero, or could a mixture with complex coefficients still gain or lose norm?

## Adding the sums with a factor i settles it

A complex mixture can still fail, but adding the sums $\phi_i+i\phi_j$ closes the gap: if the norms agree for every $\phi_i$, and for $\phi_i+\phi_j$ and $\phi_i+i\phi_j$ with $i<j$, then the augmentation matrix is zero and every complex hybrid conserves its norm. For $N$ waves these are $N+2\cdot N(N-1)/2=N^2$ tests.

As a factor, $i$ is the imaginary unit; as a subscript, it numbers the waves. All norms and inner products are taken over the augmentation region. Let $\psi_i$ be the pseudo-partner of $\phi_i$, and let $q_{ij}=\langle\phi_i|\phi_j\rangle-\langle\psi_i|\psi_j\rangle$. Expanding both squared norms for coefficients $c_i$ and subtracting gives the norm deficit

$$D(c)=\sum_{ij}\bar c_i q_{ij}c_j=\Big\|\sum_i c_i\phi_i\Big\|^2-\Big\|\sum_i c_i\psi_i\Big\|^2 .$$

With $e_i$ the $i$-th coordinate vector,

$$D(e_i+z e_j)=q_{ii}+z\,q_{ij}+\bar z\,q_{ji}+|z|^2q_{jj}.$$

The single waves give $q_{ii}=0$. Then $z=1$ gives $q_{ij}+q_{ji}=0$, and $z=i$ gives $i(q_{ij}-q_{ji})=0$. Both entries vanish, so $q=0$ and $D(c)=0$ for every $c$.

Real coefficients supply only the first of these two equations. If they all pass, then $q_{ii}=0$ and $q_{ji}=-q_{ij}$. Conversely, if $q$ is antisymmetric, exchanging the summation indices turns $D(c)$ into $-D(c)$ for real $c$, so $D(c)=0$. The Hermitian matrix

$$q=\begin{pmatrix}0&i\\-i&0\end{pmatrix}$$

is antisymmetric and passes every real test, yet $c=(1,i)$ gives $D=i\cdot i+(-i)(-i)=-2$, or $-1$ for the normalised coefficients $(1,i)/\sqrt2$. Waves with this $q$ exist: for orthonormal $u,v$, take $\psi_1=\phi_1=\sqrt2\,u$, $\psi_2=\sqrt2\,v$ and $\phi_2=(iu+\sqrt3\,v)/\sqrt2$. The partners $\phi_2$ and $\psi_2$ agree near the edge of the augmentation region, as pseudisation requires, if $u=i(\sqrt3-2)v$ there. The Lean file checks the matrix, not this choice of waves.

The same argument shows that if $q$ is symmetric, as it is when all the waves are real functions, or real radial functions times spherical harmonics on a sphere, the tests $e_i$ and $e_i+e_j$ suffice: $q_{ij}+q_{ji}=0$ and $q_{ij}=q_{ji}$ together give $q_{ij}=0$.

In the Lean file, the waves are families `φ ψ : Fin N → E` in any complex inner product space `E`, which stands for the functions on the augmentation region. The inner product is conjugate-linear in its first slot. `augmentation φ ψ` is $q$, `normDeficit q c` is $D(c)$, `Pi.single i 1` is $e_i$, and `pairHybrid i j z` is $e_i+ze_j$.

`eq_zero_of_norm_tests` takes any complex matrix, Hermitian or not. `all_hybrids_conserve_norm` makes the statement for waves, with equal norms as its hypotheses; linear independence is not assumed. The Lean theorems assume exact equalities and state no bound for deficits that are merely small. The spatial shape of the augmentation charges and the scattering properties do not enter.

If $q=0$ for every atom, the augmentation terms drop out of the ultrasoft overlap operator, which leaves an ordinary eigenvalue problem in place of a generalised one when the basis is orthonormal, as plane waves are.

```lean
import Mathlib

open Matrix

namespace UltrasoftNormTests

noncomputable section

variable {N : ℕ} {E : Type*} [NormedAddCommGroup E] [InnerProductSpace ℂ E]

/-- The norm deficit `c* q c` of the hybrid with coefficients `c`, for the augmentation
matrix `q`. -/
def normDeficit (q : Matrix (Fin N) (Fin N) ℂ) (c : Fin N → ℂ) : ℂ :=
  star c ⬝ᵥ q *ᵥ c

/-- The augmentation matrix: overlaps of the all-electron waves `φ` minus overlaps of the
pseudo-waves `ψ`. -/
def augmentation (φ ψ : Fin N → E) : Matrix (Fin N) (Fin N) ℂ :=
  Matrix.of fun i j => inner ℂ (φ i) (φ j) - inner ℂ (ψ i) (ψ j)

/-- The coefficients of the two-wave hybrid `e_i + z e_j`. -/
def pairHybrid (i j : Fin N) (z : ℂ) : Fin N → ℂ :=
  Pi.single i 1 + Pi.single j z


/-- The norm deficit as a double sum over the reference waves. -/
theorem normDeficit_eq_sum (q : Matrix (Fin N) (Fin N) ℂ) (c : Fin N → ℂ) :
    normDeficit q c = ∑ i, ∑ j, star (c i) * q i j * c j := by
  simp only [normDeficit, dotProduct, Matrix.mulVec, Finset.mul_sum, Pi.star_apply, mul_assoc]

/-- For the augmentation matrix of actual waves, the norm deficit is the squared norm of the
all-electron hybrid minus that of the pseudo-hybrid. -/
theorem normDeficit_augmentation (φ ψ : Fin N → E) (c : Fin N → ℂ) :
    normDeficit (augmentation φ ψ) c
      = ((‖∑ i, c i • φ i‖ ^ 2 - ‖∑ i, c i • ψ i‖ ^ 2 : ℝ) : ℂ) := by
  have key (χ : Fin N → E) : ((‖∑ i, c i • χ i‖ ^ 2 : ℝ) : ℂ)
      = ∑ i, ∑ j, star (c i) * inner ℂ (χ i) (χ j) * c j := by
    rw [Complex.ofReal_pow]
    refine (inner_self_eq_norm_sq_to_K (𝕜 := ℂ) (∑ i, c i • χ i)).symm.trans ?_
    rw [sum_inner]
    refine Finset.sum_congr rfl fun i _ => ?_
    rw [inner_sum]
    refine Finset.sum_congr rfl fun j _ => ?_
    simp only [inner_smul_left, inner_smul_right, Complex.star_def]
    ring
  rw [normDeficit_eq_sum, Complex.ofReal_sub, key φ, key ψ]
  simp only [← Finset.sum_sub_distrib]
  refine Finset.sum_congr rfl fun i _ => Finset.sum_congr rfl fun j _ => ?_
  simp only [augmentation, Matrix.of_apply]
  ring

/-- The norm deficit of the hybrid `e_i + z e_j` in terms of the entries of `q`. -/
theorem normDeficit_pairHybrid (q : Matrix (Fin N) (Fin N) ℂ) (i j : Fin N) (z : ℂ) :
    normDeficit q (pairHybrid i j z)
      = q i i + z * q i j + star z * q j i + star z * z * q j j := by
  have hs (k : Fin N) (w : ℂ) :
      star (Pi.single k w : Fin N → ℂ) = Pi.single k (star w) := by
    funext l
    simp only [Pi.star_apply, Pi.single_apply]
    split_ifs <;> simp
  have hm (k l : Fin N) (w : ℂ) : (q *ᵥ Pi.single l w) k = q k l * w := by
    simp only [Matrix.mulVec, dotProduct_single]
  simp only [normDeficit, pairHybrid, star_add, hs, star_one, Matrix.mulVec_add,
    add_dotProduct, single_dotProduct, Pi.add_apply, hm]
  ring

/-- If the norm deficit vanishes for every reference wave `e_i` and for the hybrids
`e_i + e_j` and `e_i + i e_j` of every pair `i < j`, then the matrix `q` is zero. -/
theorem eq_zero_of_norm_tests (q : Matrix (Fin N) (Fin N) ℂ)
    (h1 : ∀ i, normDeficit q (Pi.single i 1) = 0)
    (h2 : ∀ i j, i < j → normDeficit q (pairHybrid i j 1) = 0)
    (h3 : ∀ i j, i < j → normDeficit q (pairHybrid i j Complex.I) = 0) : q = 0 := by
  -- single waves test the diagonal
  have hd (i : Fin N) : q i i = 0 := by
    have h := normDeficit_pairHybrid q i i 0
    have hp : pairHybrid i i 0 = Pi.single i 1 := by simp [pairHybrid]
    rw [hp, h1 i] at h
    simpa using h.symm
  -- the two hybrids of a pair test the sum and the difference of the off-diagonal entries
  have ho (i j : Fin N) (hij : i < j) : q i j = 0 ∧ q j i = 0 := by
    have e2 := h2 i j hij
    have e3 := h3 i j hij
    rw [normDeficit_pairHybrid, hd i, hd j] at e2 e3
    simp only [star_one] at e2
    simp only [Complex.star_def, Complex.conj_I] at e3
    constructor
    · linear_combination (1 / 2) * e2 - (Complex.I / 2) * e3
        + ((q i j - q j i) / 2) * Complex.I_sq
    · linear_combination (1 / 2) * e2 + (Complex.I / 2) * e3
        - ((q i j - q j i) / 2) * Complex.I_sq
  ext i j
  rcases lt_trichotomy i j with h | h | h
  · exact (ho i j h).1
  · rw [h]
    exact hd j
  · exact (ho j i h).2

/-- If pseudization conserves the norm of each reference wave and of the sums `φ_i + φ_j` and
`φ_i + i φ_j` for `i < j`, then it conserves the norm of every complex hybrid. -/
theorem all_hybrids_conserve_norm (φ ψ : Fin N → E)
    (h1 : ∀ i, ‖φ i‖ = ‖ψ i‖)
    (h2 : ∀ i j, i < j → ‖φ i + φ j‖ = ‖ψ i + ψ j‖)
    (h3 : ∀ i j, i < j → ‖φ i + Complex.I • φ j‖ = ‖ψ i + Complex.I • ψ j‖)
    (c : Fin N → ℂ) : ‖∑ i, c i • φ i‖ = ‖∑ i, c i • ψ i‖ := by
  have hsingle (χ : Fin N → E) (i : Fin N) :
      ∑ k, (Pi.single i 1 : Fin N → ℂ) k • χ k = χ i := by
    simp [Pi.single_apply, ite_smul]
  have hpair (χ : Fin N → E) (i j : Fin N) (z : ℂ) :
      ∑ k, pairHybrid i j z k • χ k = χ i + z • χ j := by
    simp [pairHybrid, add_smul, Finset.sum_add_distrib, Pi.single_apply, ite_smul]
  have hq : augmentation φ ψ = 0 := by
    apply eq_zero_of_norm_tests
    · intro i
      rw [normDeficit_augmentation, hsingle, hsingle, h1 i, sub_self, Complex.ofReal_zero]
    · intro i j hij
      rw [normDeficit_augmentation, hpair, hpair, one_smul, one_smul, h2 i j hij, sub_self,
        Complex.ofReal_zero]
    · intro i j hij
      rw [normDeficit_augmentation, hpair, hpair, h3 i j hij, sub_self, Complex.ofReal_zero]
  have e := normDeficit_augmentation φ ψ c
  have z : normDeficit (0 : Matrix (Fin N) (Fin N) ℂ) c = 0 := by simp [normDeficit]
  rw [hq, z] at e
  exact (sq_eq_sq₀ (norm_nonneg _) (norm_nonneg _)).mp
    (sub_eq_zero.mp (Complex.ofReal_eq_zero.mp e.symm))

/-- All hybrids with real coefficients have zero norm deficit exactly when `q` is
antisymmetric. -/
theorem real_tests_iff (q : Matrix (Fin N) (Fin N) ℂ) :
    (∀ c : Fin N → ℝ, normDeficit q (fun i => (c i : ℂ)) = 0) ↔ qᵀ = -q := by
  constructor
  · intro h
    have hp (i j : Fin N) : q i i + q i j + q j i + q j j = 0 := by
      have e := h (Pi.single i 1 + Pi.single j 1)
      have hc : (fun k => (((Pi.single i 1 + Pi.single j 1 : Fin N → ℝ) k : ℝ) : ℂ))
          = pairHybrid i j 1 := by
        funext k
        simp only [pairHybrid, Pi.add_apply, Pi.single_apply]
        split_ifs <;> norm_num
      rw [hc, normDeficit_pairHybrid] at e
      simpa using e
    ext i j
    change q j i = -q i j
    linear_combination hp i j - (1 / 4) * hp i i - (1 / 4) * hp j j
  · intro h c
    -- exchanging the summation indices reverses the sign
    have hs : normDeficit q (fun i => (c i : ℂ)) = -normDeficit q (fun i => (c i : ℂ)) := by
      conv_lhs => rw [normDeficit_eq_sum, Finset.sum_comm]
      rw [normDeficit_eq_sum]
      simp only [← Finset.sum_neg_distrib]
      refine Finset.sum_congr rfl fun i _ => Finset.sum_congr rfl fun j _ => ?_
      have e : q j i = -q i j := congrFun (congrFun h i) j
      simp only [Complex.star_def, Complex.conj_ofReal]
      rw [e]
      ring
    linear_combination hs / 2

/-- The Hermitian matrix `[[0, i], [-i, 0]]` passes every test with real coefficients, but the
hybrid `(1, i)` has norm deficit `-2`. -/
theorem real_tests_insufficient :
    (!![0, Complex.I; -Complex.I, 0] : Matrix (Fin 2) (Fin 2) ℂ).IsHermitian ∧
    (∀ c : Fin 2 → ℝ,
      normDeficit !![0, Complex.I; -Complex.I, 0] (fun i => (c i : ℂ)) = 0) ∧
    normDeficit !![0, Complex.I; -Complex.I, 0] ![1, Complex.I] = -2 := by
  refine ⟨?_, (real_tests_iff _).mpr ?_, ?_⟩
  · apply Matrix.IsHermitian.ext
    intro i j
    fin_cases i <;> fin_cases j <;> simp
  · ext i j
    fin_cases i <;> fin_cases j <;> simp
  · norm_num [normDeficit_eq_sum, Fin.sum_univ_two]


end

end UltrasoftNormTests
```

```lean
#print axioms UltrasoftNormTests.normDeficit_augmentation
-- 'UltrasoftNormTests.normDeficit_augmentation' depends on axioms: [propext, Classical.choice, Quot.sound]
#print axioms UltrasoftNormTests.all_hybrids_conserve_norm
-- 'UltrasoftNormTests.all_hybrids_conserve_norm' depends on axioms: [propext, Classical.choice, Quot.sound]
#print axioms UltrasoftNormTests.real_tests_insufficient
-- 'UltrasoftNormTests.real_tests_insufficient' depends on axioms: [propext, Classical.choice, Quot.sound]
```

`normDeficit_eq_sum` writes the deficit as the double sum, and `normDeficit_augmentation` identifies it with the difference of squared norms: its inner claim `key` expands one squared norm and is used for `φ` and for `ψ`. `normDeficit_pairHybrid` is the formula for $D(e_i+ze_j)$.

In `eq_zero_of_norm_tests`, `hd` obtains the diagonal from that formula with $j=i$ and $z=0$. In `ho`, each `linear_combination` takes half the first pair equation, adds or subtracts $i/2$ times the second, and uses $i^2=-1$ to isolate one entry. The case split on $i<j$, $i=j$ and $i>j$ then covers the whole matrix.

`all_hybrids_conserve_norm` turns the equal norms into zero deficits, concludes $q=0$, and passes from equal squares to equal norms because norms are nonnegative.

In `real_tests_iff`, the forward direction uses only the sums $e_i+e_j$; the case $i=j$ gives $4q_{ii}=0$. The reverse direction is the index exchange, done by `Finset.sum_comm`. `real_tests_insufficient` applies this equivalence to the $2\times2$ matrix and evaluates the deficit at $(1,i)$ directly.
